# In a harmonic chain of identical planes with one displacement each and range $n$, the values of the dynamical matrix $D(q)$ at any $n$ distinct wavevectors in $(0,\pi]$ determine all interplanar force constants

After a phonon calculation at a few wavevectors along a symmetry direction, I fit interplanar force constants to the results and use them to draw the dispersion curve everywhere else. For one displacement per plane and interactions up to $n$ planes away, the function I fit is

$$D(q)=\sum_{m=0}^{n-1}2k_m\bigl(1-\cos((m+1)q)\bigr),$$

where the real constant $k_m$ couples planes $m+1$ spacings apart and $q$ is the phase per spacing. I believe that $n$ distinct wavevectors in $(0,\pi]$ always fix the $n$ constants, even when they are not evenly spaced. Is there a complete proof, and can it be stated and checked in Lean?

## Yes: the difference of two solutions is a polynomial in $\cos q$ with too many zeros

**From springs to $D(q)$.** Let $u_j$ be the displacement of plane $j$. Minus the harmonic force on that plane is

$$\sum_{m=0}^{n-1}k_m\,(2u_j-u_{j+m+1}-u_{j-m-1}).$$

For $u_j=e^{iqj}$ we have $u_{j\pm(m+1)}=e^{\pm i(m+1)q}u_j$. Each bracket is therefore $\bigl(2-2\cos((m+1)q)\bigr)u_j$, and the sum is $D(q)\,u_j$. For planes of equal mass $M$, Newton's equation then reads $M\omega^2=D(q)$.

**Cosines as polynomials.** Put $T_0(x)=1$, $T_1(x)=x$ and $T_{r+2}(x)=2x\,T_{r+1}(x)-T_r(x)$. Adding the formulas for $\cos((r+1)q+q)$ and $\cos((r+1)q-q)$ gives

$$\cos((r+2)q)=2\cos q\,\cos((r+1)q)-\cos(rq),$$

so $T_r(\cos q)=\cos(rq)$ for all $r$. The recursion doubles the leading coefficient and raises the degree by one, so $T_r$ has degree exactly $r$.

**Zero data force zero constants.** Suppose $D(q_i)=0$ at distinct $q_0,\dots,q_{n-1}\in(0,\pi]$. If $n=0$, there are no constants to find. Otherwise set

$$P(x)=\sum_{m=0}^{n-1}2k_m\bigl(1-T_{m+1}(x)\bigr),\qquad P(\cos q)=D(q).$$

The degree of $P$ is at most $n$. It vanishes at every $\cos q_i$, and also at $\cos 0=1$, because $D(0)=0$ for any force constants: a rigid translation costs no energy. The cosine is injective on $[0,\pi]$, so these are $n+1$ distinct zeros, and $P=0$.

Only the term $m=n-1$ contributes to the coefficient of $x^n$. That coefficient is $-2k_{n-1}$ times the nonzero leading coefficient of $T_n$, hence $k_{n-1}=0$. What remains is a function of range $n-1$ that vanishes at $q_0,\dots,q_{n-2}$, and the argument repeats until all constants are gone.

**Arbitrary data.** $D$ is linear in the force constants. If two sets give the same values at the $q_i$, their difference gives zero there, so the sets are equal. The map from $n$ constants to $n$ values is thus an injective linear map $\mathbb R^n\to\mathbb R^n$, which is also onto: any real data are reproduced by exactly one set. With $p<n$ wavevectors, the map $\mathbb R^n\to\mathbb R^p$ has a nonzero kernel, so some nonzero force constants are invisible at all of them.

**One neighbour shell.** For $n=1$ the solution is explicit:

$$k_0=\frac{D(q_0)}{2(1-\cos q_0)},$$

which is $D(\pi)/4$ at the zone boundary. As $q_0\to0$ the denominator behaves like $q_0^2$, so a fixed error in $D(q_0)$ is strongly amplified. At $q_0=0$ the data contain no information on $k_0$.

### The chain and its sampling map in Lean

```lean
import Mathlib

open Polynomial

namespace InterplanarForceConstants

noncomputable section

/-- The function `D(q) = ∑ 2 kₘ (1 - cos ((m + 1) q))` of a chain of planes with interplanar force
constants of range `n`; the entry `k m` belongs to planes `m + 1` spacings apart. -/
def dynamical {n : ℕ} (k : Fin n → ℝ) (q : ℝ) : ℝ :=
  ∑ m : Fin n, 2 * k m * (1 - Real.cos (((m : ℕ) + 1 : ℝ) * q))

/-- Minus the harmonic force on plane `j` for displacements `u`, when planes `m + 1` spacings
apart are joined by springs of constant `k m`. -/
def negForce {n : ℕ} (k : Fin n → ℝ) (u : ℤ → ℂ) (j : ℤ) : ℂ :=
  ∑ m : Fin n, (k m : ℂ) *
    (2 * u j - u (j + ((m : ℕ) + 1)) - u (j - ((m : ℕ) + 1)))

/-- The plane wave `exp (i q j)` on the planes `j` of the chain, with unit spacing. -/
def planeWave (q : ℝ) (j : ℤ) : ℂ := Complex.exp (q * j * Complex.I)

/-- Sampling of `D` at the wavevectors `q i`, as a linear map on the force constants. -/
def sampling {n p : ℕ} (q : Fin p → ℝ) : (Fin n → ℝ) →ₗ[ℝ] (Fin p → ℝ) where
  toFun k i := dynamical k (q i)
  map_add' k k' := by
    funext i
    simp only [dynamical, Pi.add_apply, ← Finset.sum_add_distrib]
    exact Finset.sum_congr rfl fun m _ => by ring
  map_smul' c k := by
    funext i
    simp only [dynamical, Pi.smul_apply, smul_eq_mul, RingHom.id_apply, Finset.mul_sum]
    exact Finset.sum_congr rfl fun m _ => by ring

/-- For a plane wave of wavevector `q`, minus the harmonic force on each plane is `D(q)` times
the displacement of that plane. -/
theorem negForce_planeWave {n : ℕ} (k : Fin n → ℝ) (q : ℝ) (j : ℤ) :
    negForce k (planeWave q) j = dynamical k q * planeWave q j := by
  simp only [negForce, planeWave, dynamical]
  push_cast
  rw [Finset.sum_mul]
  refine Finset.sum_congr rfl fun m _ => ?_
  -- the neighbours differ from plane `j` by a phase factor
  have hp : Complex.exp (q * (j + ((m : ℕ) + 1)) * Complex.I) =
      Complex.exp (q * j * Complex.I) * Complex.exp (((m : ℕ) + 1) * q * Complex.I) := by
    rw [← Complex.exp_add]
    congr 1
    ring
  have hm : Complex.exp (q * (j - ((m : ℕ) + 1)) * Complex.I) =
      Complex.exp (q * j * Complex.I) * Complex.exp (-(((m : ℕ) + 1) * q) * Complex.I) := by
    rw [← Complex.exp_add]
    congr 1
    ring
  rw [hp, hm, Complex.cos]
  ring

/-- `cos (m q)` is a polynomial of degree exactly `m` in `cos q`. -/
theorem cos_poly : ∀ m : ℕ, ∃ p : ℝ[X], p.natDegree ≤ m ∧ p.coeff m ≠ 0 ∧
    ∀ q : ℝ, p.eval (Real.cos q) = Real.cos ((m : ℝ) * q)
  | 0 => ⟨1, by simp, by simp, by simp⟩
  | 1 => ⟨X, natDegree_X_le, by simp, by simp⟩
  | m + 2 => by
    obtain ⟨p, hp, _, ep⟩ := cos_poly m
    obtain ⟨r, hr, lr, er⟩ := cos_poly (m + 1)
    -- the recursion cos((m+2)q) = 2 cos q cos((m+1)q) - cos(mq)
    refine ⟨C 2 * (X * r) - p, ?_, ?_, ?_⟩
    · refine (natDegree_sub_le _ _).trans (max_le ?_ (by omega))
      have h1 := natDegree_C_mul_le (2 : ℝ) (X * r)
      have h2 := natDegree_mul_le (p := (X : ℝ[X])) (q := r)
      have h3 := natDegree_X_le (R := ℝ)
      omega
    · have h0 : p.coeff (m + 2) = 0 := coeff_eq_zero_of_natDegree_lt (by omega)
      have h1 : (X * r).coeff (m + 2) = r.coeff (m + 1) := coeff_X_mul r (m + 1)
      rw [coeff_sub, coeff_C_mul, h0, h1, sub_zero]
      exact mul_ne_zero two_ne_zero lr
    · intro q
      simp only [eval_sub, eval_mul, eval_C, eval_X, ep, er]
      push_cast
      have e1 : ((m : ℝ) + 2) * q = ((m : ℝ) + 1) * q + q := by ring
      have e2 : (m : ℝ) * q = ((m : ℝ) + 1) * q - q := by ring
      rw [e1, e2, Real.cos_add, Real.cos_sub]
      ring

/-- If `D` vanishes at `n` distinct wavevectors in `(0, π]`, all `n` force constants vanish. -/
theorem eq_zero_of_dynamical_eq_zero {n : ℕ} (k q : Fin n → ℝ)
    (hinj : Function.Injective q) (hq : ∀ i, q i ∈ Set.Ioc 0 Real.pi)
    (h : ∀ i, dynamical k (q i) = 0) : k = 0 := by
  induction n with
  | zero => exact Subsingleton.elim _ _
  | succ n ih =>
    choose p hdeg hlead heval using cos_poly
    -- `D` as a polynomial in `cos q`
    let P : ℝ[X] := ∑ m : Fin (n + 1), C (2 * k m) * (1 - p ((m : ℕ) + 1))
    have hPe : ∀ x, P.eval (Real.cos x) = dynamical k x := by
      intro x
      simp only [P, dynamical, eval_finsetSum, eval_mul, eval_C, eval_sub, eval_one, heval,
        Nat.cast_add, Nat.cast_one]
    have hterm : ∀ m : Fin (n + 1),
        (C (2 * k m) * (1 - p ((m : ℕ) + 1))).natDegree ≤ (m : ℕ) + 1 := by
      intro m
      refine (natDegree_C_mul_le _ _).trans ((natDegree_sub_le _ _).trans (max_le ?_ (hdeg _)))
      simp
    have hPd : P.natDegree ≤ n + 1 :=
      natDegree_sum_le_of_forall_le _ _ fun m _ => (hterm m).trans (by have := m.isLt; omega)
    -- the zeros: the given wavevectors together with `q = 0`
    have hmem : ∀ o : Option (Fin (n + 1)), o.elim 0 q ∈ Set.Icc 0 Real.pi := by
      rintro (_ | i)
      · exact ⟨le_rfl, Real.pi_pos.le⟩
      · exact ⟨(hq i).1.le, (hq i).2⟩
    have hs : Function.Injective
        (fun o : Option (Fin (n + 1)) => Real.cos (o.elim 0 q)) := by
      intro a b hab
      have e := Real.injOn_cos (hmem a) (hmem b) hab
      rcases a with _ | i <;> rcases b with _ | j
      · rfl
      · exact absurd e (hq j).1.ne
      · exact absurd e (hq i).1.ne'
      · exact congrArg some (hinj e)
    have hP0 : P = 0 := by
      refine eq_zero_of_natDegree_lt_card_of_eval_eq_zero P hs ?_ ?_
      · rintro (_ | i)
        · change P.eval (Real.cos 0) = 0
          rw [hPe]
          simp [dynamical]
        · exact (hPe (q i)).trans (h i)
      · rw [Fintype.card_option, Fintype.card_fin]
        omega
    -- only the longest-range spring contributes to the top coefficient
    have hc : P.coeff (n + 1) = 2 * k (Fin.last n) * (-(p (n + 1)).coeff (n + 1)) := by
      simp only [P]
      rw [finsetSum_coeff, Finset.sum_eq_single (Fin.last n)]
      · have h1 : (1 : ℝ[X]).coeff (n + 1) = 0 := by simp [coeff_one]
        simp only [coeff_C_mul, coeff_sub, h1, zero_sub, Fin.val_last]
      · intro b _ hb
        have h1 : (b : ℕ) ≠ n := fun e => hb (Fin.ext e)
        have h2 := hterm b
        have h3 := b.isLt
        exact coeff_eq_zero_of_natDegree_lt (by omega)
      · intro hb
        exact absurd (Finset.mem_univ _) hb
    rw [hP0, coeff_zero] at hc
    have hl : k (Fin.last n) = 0 := by
      by_contra hk
      exact mul_ne_zero (mul_ne_zero two_ne_zero hk) (neg_ne_zero.mpr (hlead (n + 1))) hc.symm
    have h' := ih (fun m => k m.castSucc) (fun i => q i.castSucc)
      (fun a b hab => Fin.castSucc_injective n (hinj hab)) (fun i => hq i.castSucc)
      (fun i => by
        have e := h i.castSucc
        rw [dynamical, Fin.sum_univ_castSucc, hl] at e
        simpa [dynamical] using e)
    funext i
    induction i using Fin.lastCases with
    | last => exact hl
    | cast m => exact congrFun h' m

/-- The values of `D` at `n` distinct wavevectors in `(0, π]` determine the `n` interplanar
force constants. -/
theorem forceConstants_determined {n : ℕ} (k k' q : Fin n → ℝ)
    (hinj : Function.Injective q) (hq : ∀ i, q i ∈ Set.Ioc 0 Real.pi)
    (h : ∀ i, dynamical k (q i) = dynamical k' (q i)) : k = k' := by
  refine sub_eq_zero.mp (eq_zero_of_dynamical_eq_zero (k - k') q hinj hq fun i => ?_)
  have e := congrFun (map_sub (sampling q) k k') i
  change dynamical (k - k') (q i) = dynamical k (q i) - dynamical k' (q i) at e
  rw [e, h i, sub_self]

/-- Any real values `d i` prescribed at `n` distinct wavevectors in `(0, π]` are reproduced by
exactly one set of `n` interplanar force constants. -/
theorem existsUnique_forceConstants {n : ℕ} (q d : Fin n → ℝ)
    (hinj : Function.Injective q) (hq : ∀ i, q i ∈ Set.Ioc 0 Real.pi) :
    ∃! k : Fin n → ℝ, ∀ i, dynamical k (q i) = d i := by
  have hi : Function.Injective (sampling (n := n) q) := fun k k' e =>
    forceConstants_determined k k' q hinj hq fun i => congrFun e i
  -- an injective linear map between spaces of equal dimension is onto
  obtain ⟨k, hk⟩ := LinearMap.injective_iff_surjective.mp hi d
  exact ⟨k, fun i => congrFun hk i, fun k' hk' =>
    forceConstants_determined k' k q hinj hq fun i => (hk' i).trans (congrFun hk i).symm⟩

/-- On the uniform grid `π/n, 2π/n, …, π`, any real values are reproduced by exactly one set of
`n` interplanar force constants. -/
theorem existsUnique_on_uniform_grid {n : ℕ} (d : Fin n → ℝ) :
    ∃! k : Fin n → ℝ, ∀ i : Fin n,
      dynamical k (Real.pi * ((i : ℕ) + 1) / n) = d i := by
  have hn : ∀ i : Fin n, (0 : ℝ) < n := fun i =>
    Nat.cast_pos.mpr (by have := i.isLt; omega)
  refine existsUnique_forceConstants (fun i : Fin n => Real.pi * ((i : ℕ) + 1) / n) d ?_ ?_
  · intro i j h
    have h1 := (div_left_inj' (hn i).ne').mp h
    have h2 := mul_left_cancel₀ Real.pi_ne_zero h1
    apply Fin.ext
    exact_mod_cast add_right_cancel h2
  · intro i
    have h0 := hn i
    have h1 : ((i : ℕ) : ℝ) + 1 ≤ n := by exact_mod_cast i.isLt
    refine ⟨by have := Real.pi_pos; positivity, ?_⟩
    rw [div_le_iff₀ h0]
    exact mul_le_mul_of_nonneg_left h1 Real.pi_pos.le

/-- For any fewer than `n` wavevectors there are force constants of range `n`, not all zero,
for which `D` vanishes at every one of these wavevectors. -/
theorem exists_invisible_forceConstants {n p : ℕ} (hpn : p < n) (q : Fin p → ℝ) :
    ∃ k : Fin n → ℝ, k ≠ 0 ∧ ∀ i, dynamical k (q i) = 0 := by
  by_contra hno
  have hi : Function.Injective (sampling (n := n) q) :=
    (injective_iff_map_eq_zero (sampling (n := n) q)).mpr fun k hk => by
      by_contra h
      exact hno ⟨k, h, fun i => congrFun hk i⟩
  have hle := LinearMap.finrank_le_finrank_of_injective hi
  simp only [Module.finrank_fin_fun] at hle
  omega

end

end InterplanarForceConstants
```

```lean
#print axioms InterplanarForceConstants.negForce_planeWave
#print axioms InterplanarForceConstants.forceConstants_determined
#print axioms InterplanarForceConstants.existsUnique_on_uniform_grid
#print axioms InterplanarForceConstants.exists_invisible_forceConstants
```

```
'InterplanarForceConstants.negForce_planeWave' depends on axioms: [propext, Classical.choice, Quot.sound]
'InterplanarForceConstants.forceConstants_determined' depends on axioms: [propext, Classical.choice, Quot.sound]
'InterplanarForceConstants.existsUnique_on_uniform_grid' depends on axioms: [propext, Classical.choice, Quot.sound]
'InterplanarForceConstants.exists_invisible_forceConstants' depends on axioms: [propext, Classical.choice, Quot.sound]
```

### What the statements say about the chain

Force constants are a function `k : Fin n → ℝ`, with `k m` for planes `m + 1` spacings apart, as in the formulas above. They may have either sign. `dynamical k q` is $D(q)$, without a mass factor. `negForce` is minus the spring force on an infinite chain with planes labelled by `ℤ`, and `planeWave` has unit spacing. `negForce_planeWave` ties the two together: $D(q)$ is the eigenvalue belonging to a plane wave.

In `forceConstants_determined`, the hypothesis `hinj` says that the wavevectors are distinct, and `hq` puts them in `Set.Ioc 0 Real.pi`, the interval $(0,\pi]$. If `k` and `k'` give equal values at all of them, then `k = k'`. This is the claim in your question.

`existsUnique_forceConstants` adds existence for arbitrary real data `d`. Negative values, which correspond to imaginary frequencies, are included. `existsUnique_on_uniform_grid` specialises to $\pi(i+1)/n$ for $i=0,\dots,n-1$, and `exists_invisible_forceConstants` treats fewer than $n$ wavevectors.

The range $n$ is an assumption about the material: couplings beyond $n$ planes are taken to be zero. Existence has a practical consequence here. Since every data set at $n$ wavevectors is fitted perfectly, a perfect fit is no evidence that the range was chosen well; data at a further wavevector in $(0,\pi]$ can test it. The model also has a single scalar displacement per plane, so coupled polarisations and several atoms per cell are absent, and its finite range excludes long-range electrostatic terms. The theorems give no error bounds for noisy data. On the uniform grid, the result is a one-dimensional, finite-range analogue of the inversion step of Fourier interpolation in density functional perturbation theory, where dynamical matrices on a regular grid of wavevectors are turned into real-space force constants.

### From the recursion to the rank argument

`negForce_planeWave` works term by term. The auxiliary facts `hp` and `hm` split off the phase factors of the two neighbours, and the definition of the complex cosine combines them.

`cos_poly` proves by recursion that a suitable polynomial exists for each `m`, recording a degree bound, a nonzero coefficient at `m` and the evaluation rule. These are the properties of $T_m$ used above.

`eq_zero_of_dynamical_eq_zero` is the central lemma, by induction on the range. Its induction step treats range `n + 1`, so each count is one higher than in the derivation: `hPd` bounds the degree by `n + 1`, and there are `n + 2` zeros. `hc` computes the top coefficient, `hl` concludes that the longest-range constant vanishes, and the induction hypothesis is applied after the last constant and the last wavevector have been removed.

`sampling` packages the evaluation of $D$ at given wavevectors as a linear map. `forceConstants_determined` applies the central lemma to `k - k'`. Existence comes from `LinearMap.injective_iff_surjective`, and the statement on too few wavevectors from `LinearMap.finrank_le_finrank_of_injective`: an injective map would require `n ≤ p`.

### Counting zeros with `Option`

The proof turns on the Mathlib lemma `eq_zero_of_natDegree_lt_card_of_eval_eq_zero`. It takes an injective family of points indexed by a finite type. If a polynomial vanishes at every point and its degree is smaller than the number of indices, the polynomial is zero.

The family needed here consists of the given wavevectors and the extra point $q=0$. The file indexes it by `Option (Fin (n + 1))`, which is `Fin (n + 1)` with one new element `none`. The expression `o.elim 0 q` sends `none` to $0$ and `some i` to `q i`.

Injectivity (`hs`) then splits into the cases of the argument by hand. Two given wavevectors differ by `hinj`, and a given wavevector differs from $0$ because it is positive. `Real.injOn_cos` carries this over to the cosines. The cardinality of the index type supplies the one zero more than the degree allows, and that zero is the translational invariance of the chain.
